# The tensor operator 3S_z² − S² vanishes for a single spin 1/2

The theorem `electron_tensor_eq_zero` says that for a single spin 1/2 the operator 3S_z² − S² is zero, so a term proportional to it in a Hamiltonian has no effect. In the file this is an identity between complex 2×2 matrices, with spin in units of ħ and S² written out as S_z² + ½(S₊S₋ + S₋S₊), where S₋ is the transpose of S₊. The attempt replaces `Sz` and `Sp` by their explicit matrices and checks the four entries one at a time.

The first attempt, which Lean rejects:

```lean
import Mathlib

open Matrix
open scoped Kronecker

namespace HyperfineTensorStark

noncomputable section

/-- The z component of a spin n/2, in the basis of projections i - n/2. -/
def spinZ (n : ℕ) : Matrix (Fin (n + 1)) (Fin (n + 1)) ℂ :=
  Matrix.diagonal fun i => ((i : ℕ) : ℂ) - (n : ℂ) / 2

/-- The ladder coefficient between the projections j - n/2 and j + 1 - n/2 of a spin n/2. -/
def ladder (n j : ℕ) : ℝ := √(((j : ℝ) + 1) * ((n : ℝ) - j))

/-- The raising operator of a spin n/2; its transpose is the lowering operator. -/
def spinUp (n : ℕ) : Matrix (Fin (n + 1)) (Fin (n + 1)) ℂ :=
  Matrix.of fun i j => if (i : ℕ) = (j : ℕ) + 1 then ((ladder n j : ℝ) : ℂ) else 0

/-- The z component of the electron spin 1/2. -/
def Sz : Matrix (Fin 2) (Fin 2) ℂ := spinZ 1

/-- The raising operator of the electron spin 1/2. -/
def Sp : Matrix (Fin 2) (Fin 2) ℂ := spinUp 1

/-- The explicit matrices of Sz and of the raising operator for the electron. -/
theorem electron_matrices : Sz = !![-1 / 2, 0; 0, 1 / 2] ∧ Sp = !![0, 0; 1, 0] := by
  constructor
  · ext i j
    fin_cases i <;> fin_cases j <;> simp [Sz, spinZ] <;> norm_num
  · ext i j
    fin_cases i <;> fin_cases j <;> simp [Sp, spinUp, ladder]

/-- The purely electronic tensor operator 3 Sz² - S² vanishes for spin 1/2. -/
theorem electron_tensor_eq_zero :
    (3 : ℂ) • (Sz * Sz) - (Sz * Sz + (1 / 2 : ℂ) • (Sp * Spᵀ + Spᵀ * Sp)) = 0 := by
  rw [electron_matrices.1, electron_matrices.2]
  ext i j
  fin_cases i <;> fin_cases j <;> simp [Matrix.mul_apply, Fin.sum_univ_two] <;> norm_num

end

end HyperfineTensorStark
```

Lean reports:

```
Main.lean:37:81: error: unsolved goals
case «0».«0»
⊢ 3 / 4 - (1 / 4 + (1 / 2 * (![0, 0] ᵥ* !![0, 0; 1, 0]ᵀ) 0 + 1 / 2)) = 0

case «0».«1»
⊢ (![0, 0] ᵥ* !![0, 0; 1, 0]ᵀ) 1 = 0

case «1».«0»
⊢ (![1, 0] ᵥ* !![0, 0; 1, 0]ᵀ) 0 = 0

case «1».«1»
⊢ 3 / 4 - (1 / 4 + 1 / 2 * (![1, 0] ᵥ* !![0, 0; 1, 0]ᵀ) 1) = 0
```

After these edits no error is left:

```diff
@@ -36,7 +36,10 @@
 theorem electron_tensor_eq_zero :
     (3 : ℂ) • (Sz * Sz) - (Sz * Sz + (1 / 2 : ℂ) • (Sp * Spᵀ + Spᵀ * Sp)) = 0 := by
-  rw [electron_matrices.1, electron_matrices.2]
+  have hT : (!![0, 0; 1, 0] : Matrix (Fin 2) (Fin 2) ℂ)ᵀ = !![0, 1; 0, 0] := by
+    ext i j
+    fin_cases i <;> fin_cases j <;> rfl
+  rw [electron_matrices.1, electron_matrices.2, hT]
   ext i j
-  fin_cases i <;> fin_cases j <;> simp [Matrix.mul_apply, Fin.sum_univ_two] <;> norm_num
+  fin_cases i <;> fin_cases j <;> simp <;> norm_num
 
 end
```

Diagnosis. The one error lists four unsolved goals, one for each matrix entry. All four are true, but each contains a row vector multiplied by `!![0, 0; 1, 0]ᵀ`, which Lean has not worked out. They come from the product `Sp * Spᵀ`: `simp` reduced it to rows of the first factor times the second (`ᵥ*`), and stopped there because the second factor was still a transpose and not a matrix with its entries written out. `norm_num` could not get past this either.

The repair first proves `hT`, which says that this transpose is `!![0, 1; 0, 0]`; each entry holds by `rfl`. Adding `hT` to the `rw` puts the explicit matrix in place of the transpose before the entries are checked. Every factor is then written out, and `simp` and `norm_num` can finish the arithmetic. `Matrix.mul_apply` and `Fin.sum_univ_two` are no longer needed, and dropping them from the `simp` call is mere tidying.
